# Projecting the second derivative onto one smooth electronic state gives $(d-iA)^2$ minus the Born-Huang term

To set up a nuclear Hamiltonian on a single electronic surface, one inserts the product $f(t)\chi(t)$ into the kinetic operator and projects the result back onto $\chi(t)$. Here $t$ is one real nuclear coordinate, $\chi(t)$ the electronic state, a unit vector, and $f(t)$ the complex nuclear amplitude. The electronic state also depends on $t$, so the projection gives more than $f''$: it brings in a vector potential $A$ and a scalar potential. With primes for $d/dt$,

$$\langle\chi,(f\chi)''\rangle=(d-iA)^2f-\|Q\chi'\|^2f,\qquad A=i\langle\chi,\chi'\rangle,\quad Q=1-|\chi\rangle\langle\chi| .$$

Multiplying by $-\hbar^2/2M$, with $M$ the constant mass or moment of inertia belonging to $t$, turns the last term into a non-negative potential $\hbar^2\|Q\chi'\|^2/2M$.

The electronic states live in a complex inner product space $E$ of any dimension. The inner product is conjugate-linear in its first argument, as in Dirac notation.

In Lean 4 with Mathlib:

```lean
import Mathlib

open Complex (I)
open ComplexConjugate

namespace MeadTruhlarBornHuang

noncomputable section

variable {E : Type*} [NormedAddCommGroup E] [InnerProductSpace ℂ E]
```

## Connection, covariant derivative and scalar term

The Mead-Truhlar connection is $A=i\langle\chi,\chi'\rangle$. It is typed as a complex number, and its reality is proved below.

```lean
/-- The Mead-Truhlar (Berry) connection `A = i⟨χ, χ'⟩` of an electronic state `χ(t)`. -/
def connection (χ : ℝ → E) (t : ℝ) : ℂ := I * inner ℂ (χ t) (deriv χ t)
```

The covariant derivative acts on amplitudes as $(d-iA)f=f'-iAf$.

```lean
/-- The covariant derivative `(d - iA) f` of a nuclear amplitude `f`. -/
def covDeriv (A f : ℝ → ℂ) (t : ℝ) : ℂ := deriv f t - I * A t * f t
```

For a unit vector $u$, the part of $v$ that lies outside the state $u$ is $v-\langle u,v\rangle u$.

```lean
/-- The vector `v - ⟨u, v⟩ u`; for a unit vector `u` it is the part of `v` orthogonal to `u`. -/
def leak (u v : E) : E := v - inner ℂ u v • u
```

With $u=\chi$ and $v=\chi'$ this vector is $Q\chi'$, and its squared norm is the Born-Huang term.

```lean
/-- The Born-Huang scalar term `‖Q χ'‖²`, with `Q = 1 - |χ⟩⟨χ|`. -/
def bornHuang (χ : ℝ → E) (t : ℝ) : ℝ := ‖leak (χ t) (deriv χ t)‖ ^ 2
```

No electronic Hamiltonian appears in these definitions. The state $\chi$ may be an adiabatic eigenstate, but the identity needs only its norm and its smoothness.

## What constant norm implies

Squared norms are inner products, $\|x\|^2=\langle x,x\rangle$. The left side is real and the right side is complex, so the identity is stated in $\mathbb C$.

```lean
/-- The squared norm of a vector, read as a complex number, is its inner product with itself. -/
lemma norm_sq_cast (x : E) : ((‖x‖ ^ 2 : ℝ) : ℂ) = inner ℂ x x := by
  rw [inner_self_eq_norm_sq_to_K]
  exact Complex.ofReal_pow _ _
```

For a unit vector, therefore, $\langle x,x\rangle=1$.

```lean
/-- A unit vector has inner product one with itself. -/
lemma inner_self_one {x : E} (h : ‖x‖ = 1) : inner ℂ x x = (1 : ℂ) := by
  rw [← norm_sq_cast, h]
  norm_num
```

Differentiating $\langle\chi,\chi\rangle=1$ gives

$$\langle\chi,\chi'\rangle+\langle\chi',\chi\rangle=0 .$$

```lean
/-- For a differentiable state of constant unit norm, `⟨χ, χ'⟩ + ⟨χ', χ⟩ = 0`. -/
theorem inner_deriv_add {χ : ℝ → E} (hχ : Differentiable ℝ χ) (hn : ∀ t, ‖χ t‖ = 1) (t : ℝ) :
    inner ℂ (χ t) (deriv χ t) + inner ℂ (deriv χ t) (χ t) = 0 := by
  have h := (hχ t).hasDerivAt.inner ℂ (hχ t).hasDerivAt
  have h1 : (fun s => inner ℂ (χ s) (χ s)) = fun _ => (1 : ℂ) :=
    funext fun s => inner_self_one (hn s)
  rw [h1] at h
  exact h.unique (hasDerivAt_const t (1 : ℂ))
```

The proof finds the derivative of $\langle\chi,\chi\rangle$ once by the product rule and once as that of a constant, and equates the two.

Write $a=\langle\chi,\chi'\rangle$. The last equation says $\bar a=-a$, so $\bar A=-i\bar a=ia=A$, and the connection is real.

```lean
/-- The connection of a differentiable unit state is real. -/
theorem connection_real {χ : ℝ → E} (hχ : Differentiable ℝ χ) (hn : ∀ t, ‖χ t‖ = 1) (t : ℝ) :
    conj (connection χ t) = connection χ t := by
  unfold connection
  rw [map_mul, Complex.conj_I, inner_conj_symm]
  linear_combination (-I) * inner_deriv_add hχ hn t
```

The velocity $\chi'$ of the electronic state splits into a part along $\chi$ and a part outside it. Expanding the square,

$$\|\chi'-a\chi\|^2=\|\chi'\|^2-a\langle\chi',\chi\rangle-\bar a a+\bar a a=\|\chi'\|^2+a^2=\|\chi'\|^2-A^2,$$

because $\langle\chi',\chi\rangle=-a$ and $a^2=-A^2$. Hence $\|\chi'\|^2=\|Q\chi'\|^2+A^2$.

```lean
/-- For a differentiable unit state, `‖χ'‖²` is the Born-Huang term plus the square of the
connection. -/
theorem speed_split {χ : ℝ → E} (hχ : Differentiable ℝ χ) (hn : ∀ t, ‖χ t‖ = 1) (t : ℝ) :
    ((‖deriv χ t‖ ^ 2 : ℝ) : ℂ) = bornHuang χ t + connection χ t ^ 2 := by
  have h1 := inner_self_one (hn t)
  have h0 := inner_deriv_add hχ hn t
  unfold bornHuang
  rw [norm_sq_cast, norm_sq_cast]
  simp only [leak, connection, inner_sub_left, inner_sub_right, inner_smul_left,
    inner_smul_right, inner_conj_symm, h1]
  linear_combination inner ℂ (χ t) (deriv χ t) * h0
    - inner ℂ (χ t) (deriv χ t) ^ 2 * Complex.I_sq
```

The `simp only` call expands the inner product. The closing `linear_combination` uses the two substitutions just named, the second in the form $i^2=-1$.

## The projected second derivative

The product rule, applied twice, gives $(f\chi)''=f\chi''+2f'\chi'+f''\chi$, and so

$$\langle\chi,(f\chi)''\rangle=f''+2af'+\langle\chi,\chi''\rangle f .$$

On the other side,

$$(d-iA)^2f=f''-2iAf'-iA'f-A^2f .$$

Here $-iA=a$, and $A'=i(\langle\chi,\chi''\rangle+\|\chi'\|^2)$, so that $-iA'=\langle\chi,\chi''\rangle+\|\chi'\|^2$. Therefore

$$(d-iA)^2f=f''+2af'+\langle\chi,\chi''\rangle f+\left(\|\chi'\|^2-A^2\right)f .$$

The last bracket is $\|Q\chi'\|^2$, and subtracting that term leaves the projected derivative.

```lean
/-- **Projected kinetic operator.** For a twice differentiable unit state `χ` and a twice
differentiable amplitude `f`, `⟨χ, (f χ)''⟩ = (d - iA)² f - ‖Q χ'‖² f`. -/
theorem projected_second_deriv {χ : ℝ → E} {f : ℝ → ℂ}
    (hχ : Differentiable ℝ χ) (hχ' : Differentiable ℝ (deriv χ)) (hn : ∀ t, ‖χ t‖ = 1)
    (hf : Differentiable ℝ f) (hf' : Differentiable ℝ (deriv f)) (t : ℝ) :
    inner ℂ (χ t) (deriv (deriv fun s => f s • χ s) t)
      = covDeriv (connection χ) (covDeriv (connection χ) f) t - bornHuang χ t * f t := by
  -- the product rule, twice
  have h1 : deriv (fun s => f s • χ s) = fun s => f s • deriv χ s + deriv f s • χ s :=
    funext fun s => ((hf s).hasDerivAt.smul (hχ s).hasDerivAt).deriv
  have h2 : HasDerivAt (fun s => f s • deriv χ s + deriv f s • χ s)
      ((f t • deriv (deriv χ) t + deriv f t • deriv χ t)
        + (deriv f t • deriv χ t + deriv (deriv f) t • χ t)) t :=
    ((hf t).hasDerivAt.smul (hχ' t).hasDerivAt).add
      ((hf' t).hasDerivAt.smul (hχ t).hasDerivAt)
  -- the derivative of the connection, and of the covariant derivative
  have hA : HasDerivAt (connection χ)
      (I * (inner ℂ (χ t) (deriv (deriv χ) t) + inner ℂ (deriv χ t) (deriv χ t))) t :=
    ((hχ t).hasDerivAt.inner ℂ (hχ' t).hasDerivAt).const_mul I
  have h3 : HasDerivAt (covDeriv (connection χ) f)
      (deriv (deriv f) t - (I * (I * (inner ℂ (χ t) (deriv (deriv χ) t)
        + inner ℂ (deriv χ t) (deriv χ t))) * f t + I * connection χ t * deriv f t)) t :=
    (hf' t).hasDerivAt.sub ((hA.const_mul I).mul (hf t).hasDerivAt)
  have e : covDeriv (connection χ) (covDeriv (connection χ) f) t
      = deriv (covDeriv (connection χ) f) t
        - I * connection χ t * covDeriv (connection χ) f t := rfl
  have hs := speed_split hχ hn t
  rw [norm_sq_cast] at hs
  rw [h1, h2.deriv, e, h3.deriv]
  simp only [inner_add_right, inner_smul_right, inner_self_one (hn t), covDeriv]
  simp only [connection] at hs ⊢
  linear_combination (f t * inner ℂ (χ t) (deriv (deriv χ) t)
    + 2 * deriv f t * inner ℂ (χ t) (deriv χ t) + f t * inner ℂ (deriv χ t) (deriv χ t)
    - I ^ 2 * inner ℂ (χ t) (deriv χ t) ^ 2 * f t) * Complex.I_sq - f t * hs
```

The hypotheses `hχ`, `hχ'`, `hf` and `hf'` say that $\chi$ and $f$ are twice differentiable at every $t$; continuity of the second derivatives is not required. Physically, the path must stay where the electronic state can be followed smoothly, which for an adiabatic state generally means away from degeneracies. In the proof, `h1` and `h2` are the two product rules, `hA` is the formula for $A'$, and `h3` differentiates $(d-iA)f$. The final line collects terms with $i^2=-1$ and the splitting of $\|\chi'\|^2$.

The identity is exact for the component along $\chi$. The component of $(f\chi)''$ outside $\chi$ couples to other electronic states, and for an adiabatic state neglecting it is the single-surface approximation, whose error is not estimated here. If $\chi$ is not an electronic eigenstate, the electronic Hamiltonian couples it to other states as well.

## Changing the phase of the electronic state

Let $\theta(t)$ be a real phase, $u=e^{i\theta}$ and $\tilde\chi=u\chi$. Then $\tilde\chi'=u(\chi'+i\theta'\chi)$. Since $|u|=1$,

$$\langle\tilde\chi,\tilde\chi'\rangle=a+i\theta',\qquad \tilde A=A-\theta' .$$

The part of $\tilde\chi'$ outside $\tilde\chi$ is

$$u(\chi'+i\theta'\chi)-(a+i\theta')u\chi=u(\chi'-a\chi),$$

which has the same norm as before. The phase convention of an electronic-structure code therefore shifts $A$ but leaves the Born-Huang term of this one-coordinate model alone, as long as the phase is differentiable.

```lean
/-- Under a differentiable change of phase `χ → exp(iθ) χ` of a differentiable state, at a point
where `χ` has unit norm, `A` becomes `A - θ'` and the Born-Huang term is unchanged. -/
theorem gauge_change {χ : ℝ → E} {θ : ℝ → ℝ} {t : ℝ} (hχ : DifferentiableAt ℝ χ t)
    (hn : ‖χ t‖ = 1) (hθ : DifferentiableAt ℝ θ t) :
    connection (fun s => Complex.exp (θ s * I) • χ s) t = connection χ t - deriv θ t ∧
    bornHuang (fun s => Complex.exp (θ s * I) • χ s) t = bornHuang χ t := by
  set u := Complex.exp (θ t * I) with hu
  have hu1 : ‖u‖ = 1 := Complex.norm_exp_ofReal_mul_I _
  have huu : conj u * u = 1 := by
    rw [mul_comm, Complex.mul_conj, Complex.normSq_eq_norm_sq, hu1]
    norm_num
  have hd : deriv (fun s => Complex.exp (θ s * I) • χ s) t
      = u • deriv χ t + (u * (deriv θ t * I)) • χ t :=
    ((hθ.hasDerivAt.ofReal_comp.mul_const I).cexp.smul hχ.hasDerivAt).deriv
  have hi : inner ℂ (u • χ t) (u • deriv χ t + (u * (deriv θ t * I)) • χ t)
      = inner ℂ (χ t) (deriv χ t) + deriv θ t * I := by
    simp only [inner_add_right, inner_smul_left, inner_smul_right, inner_self_one hn]
    linear_combination (inner ℂ (χ t) (deriv χ t) + ((deriv θ t : ℝ) : ℂ) * I) * huu
  constructor
  · change I * inner ℂ (u • χ t) (deriv _ t) = I * inner ℂ (χ t) (deriv χ t) - deriv θ t
    rw [hd, hi]
    linear_combination ((deriv θ t : ℝ) : ℂ) * Complex.I_sq
  · change ‖leak (u • χ t) (deriv _ t)‖ ^ 2 = ‖leak (χ t) (deriv χ t)‖ ^ 2
    have hl : leak (u • χ t) (u • deriv χ t + (u * (deriv θ t * I)) • χ t)
        = u • leak (χ t) (deriv χ t) := by
      unfold leak
      rw [hi]
      module
    rw [hd, hl, norm_smul, hu1, one_mul]
```

This statement is local: differentiability and unit norm are needed only at the point $t$. In the proof, `hd` is $\tilde\chi'$, `hi` is the new overlap, and `hl` is the factorisation of the outside part.

## A state carried around a conical intersection

Take a circle centred on an isotropic two-state linear conical intersection. In an orthonormal basis $e_0,e_1$ that does not depend on $t$, its electronic Hamiltonian is, up to a multiple of the identity, proportional to $\cos t\,\sigma_z+\sin t\,\sigma_x$, with $\sigma_z,\sigma_x$ the Pauli matrices. A real adiabatic state then turns through half the angle $t$:

$$r(t)=\cos(t/2)\,e_0+\sin(t/2)\,e_1 .$$

```lean
/-- The real state `cos(t/2) e₀ + sin(t/2) e₁`. -/
def realState (e₀ e₁ : E) (t : ℝ) : E :=
  (Real.cos (t / 2) : ℂ) • e₀ + (Real.sin (t / 2) : ℂ) • e₁
```

After one turn $r$ comes back as $-r$. The factor $e^{it/2}$ changes sign too, so $\chi=e^{it/2}r$ is single-valued on the circle.

```lean
/-- The state `exp(it/2) (cos(t/2) e₀ + sin(t/2) e₁)`. -/
def coneState (e₀ e₁ : E) (t : ℝ) : E :=
  Complex.exp ((t / 2 : ℝ) * I) • realState e₀ e₁ t
```

For real coefficients $\alpha,\beta,\gamma,\delta$, orthonormality gives $\langle \alpha e_0+\beta e_1,\gamma e_0+\delta e_1\rangle=\alpha\gamma+\beta\delta$.

```lean
/-- The inner product of two real combinations of orthonormal `e₀, e₁` is `a c + b d`. -/
lemma inner_pair {e₀ e₁ : E} (h₀ : ‖e₀‖ = 1) (h₁ : ‖e₁‖ = 1) (h : inner ℂ e₀ e₁ = (0 : ℂ))
    (a b c d : ℝ) : inner ℂ ((a : ℂ) • e₀ + (b : ℂ) • e₁) ((c : ℂ) • e₀ + (d : ℂ) • e₁)
      = ((a * c + b * d : ℝ) : ℂ) := by
  have h' : inner ℂ e₁ e₀ = (0 : ℂ) := by rw [← inner_conj_symm, h, map_zero]
  simp only [inner_add_left, inner_add_right, inner_smul_left, inner_smul_right,
    Complex.conj_ofReal, inner_self_one h₀, inner_self_one h₁, h, h']
  push_cast
  ring
```

So $\|r\|^2=\cos^2(t/2)+\sin^2(t/2)=1$. The derivative is

$$r'=\tfrac12\left(-\sin(t/2)\,e_0+\cos(t/2)\,e_1\right),$$

with $\langle r,r'\rangle=0$ and $\|r'\|^2=\tfrac14$. The real state has zero connection and scalar term $\tfrac14$. The phase $\theta=t/2$ has $\theta'=\tfrac12$, so $\chi$ has $A=-\tfrac12$ and the same scalar term.

```lean
/-- For orthonormal `e₀, e₁`, the state `coneState` has unit norm, connection `-1/2` and
Born-Huang term `1/4`. -/
theorem coneState_terms {e₀ e₁ : E} (h₀ : ‖e₀‖ = 1) (h₁ : ‖e₁‖ = 1)
    (h : inner ℂ e₀ e₁ = (0 : ℂ)) (t : ℝ) :
    ‖coneState e₀ e₁ t‖ = 1 ∧ connection (coneState e₀ e₁) t = -1 / 2 ∧
      bornHuang (coneState e₀ e₁) t = 1 / 4 := by
  have hsq (a b : ℝ) : ‖(a : ℂ) • e₀ + (b : ℂ) • e₁‖ ^ 2 = a * a + b * b := by
    apply Complex.ofReal_injective
    rw [norm_sq_cast, inner_pair h₀ h₁ h]
  have hcs := Real.sin_sq_add_cos_sq (t / 2)
  have hn : ‖realState e₀ e₁ t‖ = 1 := by
    refine (sq_eq_sq₀ (norm_nonneg _) zero_le_one).1 ?_
    unfold realState
    rw [hsq]
    linarith
  have hh : HasDerivAt (fun s : ℝ => s / 2) (1 / 2) t := (hasDerivAt_id' t).div_const 2
  have hr : HasDerivAt (realState e₀ e₁) (((-Real.sin (t / 2) * (1 / 2) : ℝ) : ℂ) • e₀
      + ((Real.cos (t / 2) * (1 / 2) : ℝ) : ℂ) • e₁) t :=
    (hh.cos.ofReal_comp.smul_const e₀).add (hh.sin.ofReal_comp.smul_const e₁)
  -- the real state is orthogonal to its derivative
  have hi : inner ℂ (realState e₀ e₁ t) (deriv (realState e₀ e₁) t) = (0 : ℂ) := by
    rw [hr.deriv, realState, inner_pair h₀ h₁ h, Complex.ofReal_eq_zero]
    ring
  -- the phase exp(it/2) is a gauge change
  have g : connection (coneState e₀ e₁) t
        = connection (realState e₀ e₁) t - (deriv (fun s : ℝ => s / 2) t : ℝ) ∧
      bornHuang (coneState e₀ e₁) t = bornHuang (realState e₀ e₁) t :=
    gauge_change (θ := fun s => s / 2) hr.differentiableAt hn hh.differentiableAt
  refine ⟨?_, ?_, ?_⟩
  · rw [coneState, norm_smul, Complex.norm_exp_ofReal_mul_I, hn, one_mul]
  · rw [g.1, hh.deriv, connection, hi]
    push_cast
    ring
  · rw [g.2, bornHuang, leak, hi, zero_smul, sub_zero, hr.deriv, hsq]
    linarith
```

Here `hr` is the formula for $r'$, `hi` its orthogonality to $r$, and `g` applies the phase change.

Now take the waves $e^{int}$ with integer $n$, which are single-valued on the circle. With $A=-\tfrac12$,

$$(d-iA)e^{int}=\left(in+\tfrac i2\right)e^{int}=i\left(n+\tfrac12\right)e^{int}.$$

A second application gives another factor $i(n+\tfrac12)$, hence

$$-(d-iA)^2e^{int}=\left(n+\tfrac12\right)^2e^{int}.$$

```lean
/-- With the connection of `coneState` for orthonormal `e₀, e₁`,
`-(d - iA)² exp(int) = (n + 1/2)² exp(int)` for every integer `n`. -/
theorem half_integer_spectrum {e₀ e₁ : E} (h₀ : ‖e₀‖ = 1) (h₁ : ‖e₁‖ = 1)
    (h : inner ℂ e₀ e₁ = (0 : ℂ)) (n : ℤ) (t : ℝ) :
    -covDeriv (connection (coneState e₀ e₁)) (covDeriv (connection (coneState e₀ e₁))
        fun s => Complex.exp (I * n * s)) t
      = ((n : ℂ) + 1 / 2) ^ 2 * Complex.exp (I * n * t) := by
  have hd (s : ℝ) : HasDerivAt (fun r : ℝ => Complex.exp (I * n * r))
      (Complex.exp (I * n * s) * (I * n * (1 : ℝ))) s :=
    ((hasDerivAt_id' s).ofReal_comp.const_mul (I * n)).cexp
  -- one covariant derivative multiplies the wave by i(n + 1/2)
  have step : covDeriv (connection (coneState e₀ e₁)) (fun s => Complex.exp (I * n * s))
      = fun s : ℝ => I * (n + 1 / 2) * Complex.exp (I * n * s) := by
    funext s
    rw [covDeriv, (hd s).deriv, (coneState_terms h₀ h₁ h s).2.1]
    push_cast
    ring
  rw [step, covDeriv, ((hd t).const_mul (I * ((n : ℂ) + 1 / 2))).deriv,
    (coneState_terms h₀ h₁ h t).2.1]
  push_cast
  linear_combination (-((n : ℂ) + 1 / 2) ^ 2 * Complex.exp (I * n * t)) * Complex.I_sq

end

end MeadTruhlarBornHuang
```

The intermediate claim `step` is the first application, and the last lines carry out the second. Despite its name, `half_integer_spectrum` is an eigenvalue equation for each wave $e^{int}$; it does not say that these waves exhaust the spectrum. In this model of one angle at fixed radius, it shows the half-integer quantum numbers that a simulation on a single surface misses if it leaves out the connection and keeps single-valued amplitudes.

```lean
#print axioms MeadTruhlarBornHuang.connection_real
#print axioms MeadTruhlarBornHuang.projected_second_deriv
#print axioms MeadTruhlarBornHuang.half_integer_spectrum
```

```
'MeadTruhlarBornHuang.connection_real' depends on axioms: [propext, Classical.choice, Quot.sound]
'MeadTruhlarBornHuang.projected_second_deriv' depends on axioms: [propext, Classical.choice, Quot.sound]
'MeadTruhlarBornHuang.half_integer_spectrum' depends on axioms: [propext, Classical.choice, Quot.sound]
```

## The wave $n=1$ at $t=0$

Take $e_0=(1,0)$ and $e_1=(0,1)$ in $\mathbb C^2$. Writing the cosine and sine as exponentials,

$$\chi(t)=\tfrac12\left(e^{it}+1,\;-i(e^{it}-1)\right).$$

At $t=0$ this gives $\chi=(1,0)$ and $\chi'=(\tfrac i2,\tfrac12)$. Hence $A=i\cdot\tfrac i2=-\tfrac12$, and $Q\chi'=(0,\tfrac12)$ has squared norm $\tfrac14$.

For $f=e^{it}$ the product is

$$f\chi=\tfrac12\left(e^{2it}+e^{it},\;-i(e^{2it}-e^{it})\right),$$

and its second derivative at $t=0$ is $(-\tfrac52,\tfrac{3i}2)$. Projecting onto $\chi(0)=(1,0)$ gives $-\tfrac52$. The other side of the identity is $-(\tfrac32)^2-\tfrac14=-\tfrac52$, in agreement.
